# A curve that touches the frozen James–Coolidge curve from below at its minimum has no larger force constant there

The James–Coolidge function enters here only through two real numbers, $T$ and $V$. Its electron coordinates are measured in units of the internuclear distance $R$. If its parameters are frozen in these coordinates, changing $R$ only rescales the function, so the kinetic energy goes as $1/R^2$ and the Coulomb energy, nuclear repulsion included, as $1/R$. With fixed nuclei,

$$E(R)=\frac{T}{R^2}+\frac{V}{R}.$$

This form is taken as a definition. A fuller model would define $T$ and $V$ as integrals over the trial function and derive the scaling by a change of variables. The form of $E$ would then be a theorem, while the argument about force constants would stay the same.

```lean
import Mathlib

open Filter Topology

namespace FrozenJamesCoolidge

noncomputable section
```

A `def` fixes the meaning of a name. In a `theorem`, the hypotheses stand in brackets after the name, the claim follows the colon, and the proof comes after `:=`.

## The frozen curve and its minimum

```lean
/-- Energy at internuclear distance `R ≠ 0` of a trial function frozen in scaled coordinates,
with scaled kinetic and potential expectation values `T` and `V`. -/
def frozenEnergy (T V R : ℝ) : ℝ := T / R ^ 2 + V / R
```

This is $E(R)$, with `T` and `V` the scaled kinetic and potential expectation values.

```lean
/-- The slope `-2T/R³ - V/R²` of the frozen curve, for `R ≠ 0`. -/
def frozenSlope (T V R : ℝ) : ℝ := -2 * T / R ^ 3 - V / R ^ 2
```

This names the expression $-2T/R^3-V/R^2$. That it is the slope of $E$ is proved below.

```lean
/-- The distance `Re = -2T/V`, for `V ≠ 0`. -/
def eqDistance (T V : ℝ) : ℝ := -2 * T / V
```

This is $R_e=-2T/V$. The definition does not yet say that it is a minimum.

```lean
/-- `W` is the reoptimised curve of a family of trial functions with parameters `p`: at each
`R > 0` it is the lowest of the frozen energies, and some `p` attains it. -/
def IsReoptimised {P : Type*} (T V : P → ℝ) (W : ℝ → ℝ) : Prop :=
  ∀ R > 0, IsLeast (Set.range fun p => frozenEnergy (T p) (V p) R) (W R)
```

Here `P` is any set of parameters, and each $p$ has its own $T(p)$ and $V(p)$. `Set.range` collects the energies of all $p$ at a given $R$, and `IsLeast` says that $W(R)$ is one of them and none is lower. The minimum is thus assumed to be attained at every $R>0$.

```lean
/-- For `T ≠ 0` the frozen energy is a parabola in the variable `1/R`. -/
theorem frozenEnergy_parabola (T V R : ℝ) (hT : T ≠ 0) :
    frozenEnergy T V R = T * (R⁻¹ + V / (2 * T)) ^ 2 - V ^ 2 / (4 * T) := by
  have h : frozenEnergy T V R = T * R⁻¹ ^ 2 + V * R⁻¹ := by
    unfold frozenEnergy
    rw [div_eq_mul_inv, div_eq_mul_inv, inv_pow]
  rw [h]
  generalize R⁻¹ = x
  field_simp
  ring
```

With $x=1/R$ the energy is $Tx^2+Vx$, and completing the square gives

$$E=T\left(x+\frac{V}{2T}\right)^2-\frac{V^2}{4T}.$$

Lean makes the same substitution with `generalize R⁻¹ = x`; `field_simp` clears denominators and `ring` checks the algebra.

```lean
/-- For `T > 0 > V`, the distance `Re = -2T/V` is positive and is the one and only minimiser
of the frozen curve on `R > 0`. -/
theorem isMinimiser_iff {T V : ℝ} (hT : 0 < T) (hV : V < 0) (R : ℝ) :
    (0 < R ∧ ∀ S > 0, frozenEnergy T V R ≤ frozenEnergy T V S) ↔ R = eqDistance T V := by
  have hpos : 0 < eqDistance T V := div_pos_of_neg_of_neg (by linarith) hV
  -- `1/Re` is the vertex of the parabola
  have hinv : (eqDistance T V)⁻¹ + V / (2 * T) = 0 := by
    unfold eqDistance
    rw [inv_div, neg_mul, div_neg, neg_add_cancel]
  constructor
  · rintro ⟨_, hmin⟩
    have h := hmin _ hpos
    rw [frozenEnergy_parabola T V R hT.ne',
      frozenEnergy_parabola T V (eqDistance T V) hT.ne', hinv] at h
    have h1 : T * (R⁻¹ + V / (2 * T)) ^ 2 ≤ 0 := by linarith
    have hsq : (R⁻¹ + V / (2 * T)) ^ 2 = 0 :=
      le_antisymm (not_lt.mp fun hs => absurd (mul_pos hT hs) (not_lt.mpr h1)) (sq_nonneg _)
    have hs := (pow_eq_zero_iff two_ne_zero).mp hsq
    exact inv_injective (by linarith)
  · rintro rfl
    refine ⟨hpos, fun S _ => ?_⟩
    rw [frozenEnergy_parabola T V (eqDistance T V) hT.ne',
      frozenEnergy_parabola T V S hT.ne', hinv]
    linarith [mul_nonneg hT.le (sq_nonneg (S⁻¹ + V / (2 * T)))]
```

For $T>0>V$, $R_e$ is positive and $1/R_e=-V/(2T)$, so the square vanishes at $R_e$. Hence

$$E(R)-E(R_e)=T\left(\frac1R-\frac1{R_e}\right)^2\ge 0,$$

with equality only at $R=R_e$. The sign `↔` means "if and only if": $R$ is a minimiser on the positive axis exactly when it equals $R_e$. In the first direction, Lean compares a supposed minimiser with $R_e$, finds that the square must be zero, and concludes from equal inverses that the distances are equal.

```lean
/-- At `R ≠ 0` the derivative of the frozen energy is `frozenSlope`. -/
theorem hasDerivAt_frozenEnergy (T V : ℝ) {R : ℝ} (hR : R ≠ 0) :
    HasDerivAt (frozenEnergy T V) (frozenSlope T V R) R := by
  have h := ((hasDerivAt_const R T).fun_div (hasDerivAt_pow 2 R) (pow_ne_zero 2 hR)).fun_add
    ((hasDerivAt_const R V).fun_div (hasDerivAt_id' R) hR)
  refine h.congr_deriv ?_
  unfold frozenSlope
  norm_num
  field_simp
  ring
```

`HasDerivAt f a x` says that `f` is differentiable at `x` with derivative `a`. Differentiating term by term gives $E'(R)=-2T/R^3-V/R^2$.

```lean
/-- At `R ≠ 0` the second derivative of the frozen energy is `6T/R⁴ + 2V/R³`. -/
theorem hasDerivAt_frozenSlope (T V : ℝ) {R : ℝ} (hR : R ≠ 0) :
    HasDerivAt (frozenSlope T V) (6 * T / R ^ 4 + 2 * V / R ^ 3) R := by
  have h := ((hasDerivAt_const R (-2 * T)).fun_div (hasDerivAt_pow 3 R)
    (pow_ne_zero 3 hR)).fun_sub
    ((hasDerivAt_const R V).fun_div (hasDerivAt_pow 2 R) (pow_ne_zero 2 hR))
  refine h.congr_deriv ?_
  norm_num
  field_simp
  ring
```

A second differentiation gives $E''(R)=6T/R^4+2V/R^3$.

```lean
/-- For nonzero `T` and `V`, the force constant of the frozen curve at `Re = -2T/V` is
`-2E(Re)/Re²`. -/
theorem frozen_force_constant {T V : ℝ} (hT : T ≠ 0) (hV : V ≠ 0) :
    HasDerivAt (deriv (frozenEnergy T V))
      (-2 * frozenEnergy T V (eqDistance T V) / eqDistance T V ^ 2) (eqDistance T V) := by
  have hR : eqDistance T V ≠ 0 := div_ne_zero (mul_ne_zero (by norm_num) hT) hV
  have hd : deriv (frozenEnergy T V) =ᶠ[𝓝 (eqDistance T V)] frozenSlope T V :=
    (eventually_ne_nhds hR).mono fun x hx => (hasDerivAt_frozenEnergy T V hx).deriv
  refine ((hasDerivAt_frozenSlope T V hR).congr_of_eventuallyEq hd).congr_deriv ?_
  unfold frozenEnergy eqDistance
  field_simp
  ring
```

At $R_e$ we have $V=-2T/R_e$, so $E(R_e)=T/R_e^2-2T/R_e^2=-T/R_e^2$ and

$$E''(R_e)=\frac{6T}{R_e^4}-\frac{4T}{R_e^4}=\frac{2T}{R_e^4}=-\frac{2E(R_e)}{R_e^2}.$$

The identity needs only $T$ and $V$ nonzero; the signs matter for $R_e$ being the minimum. In the proof, `hd` records that the derivative of $E$ equals `frozenSlope` near $R_e$, which is enough to differentiate again.

## Two curves in contact

```lean
/-- Let a curve `W`, twice differentiable at `R₀ ≠ 0` with second derivative `k`, lie below
the frozen curve near `R₀` and touch it there. Then the slopes agree at `R₀`, and `k` is at
most the second derivative of the frozen curve. -/
theorem contact {T V R₀ k : ℝ} {W W' : ℝ → ℝ} (hR : R₀ ≠ 0)
    (hle : ∀ᶠ R in 𝓝 R₀, W R ≤ frozenEnergy T V R) (htouch : W R₀ = frozenEnergy T V R₀)
    (hW : ∀ᶠ R in 𝓝 R₀, HasDerivAt W (W' R) R) (hW' : HasDerivAt W' k R₀) :
    W' R₀ = frozenSlope T V R₀ ∧ k ≤ 6 * T / R₀ ^ 4 + 2 * V / R₀ ^ 3 := by
  -- the difference of the curves has a local maximum at the point of contact
  let g : ℝ → ℝ := fun R => W R - frozenEnergy T V R
  let g' : ℝ → ℝ := fun R => W' R - frozenSlope T V R
  have hmax : IsLocalMax g R₀ := by
    filter_upwards [hle] with R h
    change W R - frozenEnergy T V R ≤ W R₀ - frozenEnergy T V R₀
    linarith
  have hg : ∀ᶠ R in 𝓝 R₀, HasDerivAt g (g' R) R := by
    filter_upwards [hW, eventually_ne_nhds hR] with R h hne
    exact h.fun_sub (hasDerivAt_frozenEnergy T V hne)
  have hg' : HasDerivAt g' (k - (6 * T / R₀ ^ 4 + 2 * V / R₀ ^ 3)) R₀ :=
    hW'.fun_sub (hasDerivAt_frozenSlope T V hR)
  have h0 : g' R₀ = 0 := hmax.hasDerivAt_eq_zero hg.self_of_nhds
  refine ⟨sub_eq_zero.mp h0, ?_⟩
  by_contra hk
  have hd : deriv g =ᶠ[𝓝 R₀] g' := hg.mono fun x hx => hx.deriv
  have hdd := hd.deriv_eq.trans hg'.deriv
  -- a positive second derivative would make it a local minimum too, hence locally constant
  have hmin : IsLocalMin g R₀ := isLocalMin_of_deriv_deriv_pos
    (by rw [hdd]; linarith [not_le.mp hk]) (hd.eq_of_nhds.trans h0)
    hg.self_of_nhds.continuousAt
  have hc : g =ᶠ[𝓝 R₀] fun _ => g R₀ := by
    filter_upwards [hmax, hmin] with x h1 h2 using le_antisymm h1 h2
  have hz : deriv (deriv g) R₀ = 0 := by
    rw [hc.deriv.deriv_eq]
    simp
  linarith [not_le.mp hk]
```

Read `∀ᶠ R in 𝓝 R₀` as "for all $R$ close enough to $R_0$". The hypotheses say that $W\le E$ near $R_0$, that $W(R_0)=E(R_0)$, that $W$ has derivative $W'$ near $R_0$, and that $W'$ has derivative $k$ at $R_0$.

Put $g=W-E$. Near $R_0$ it is at most zero, and at $R_0$ it is zero, so $g$ has a local maximum there. Therefore $g'(R_0)=0$ and the slopes agree. Suppose now that $g''(R_0)>0$. By the second-derivative test $g$ also has a local minimum at $R_0$. Being both, it is constant nearby, so $g''(R_0)=0$, a contradiction. Hence $k\le E''(R_0)$. The steps `hmax`, `h0`, `hmin`, `hc` and `hz` follow this order.

```lean
/-- Let `T` and `V` be nonzero and let a curve `W`, twice differentiable at `Re = -2T/V`, lie
below the frozen curve near `Re` and touch it there. Then `W` is stationary at `Re` and its
force constant `k` is at most that of the frozen curve, `-2E(Re)/Re²`. -/
theorem force_constant_le {T V k : ℝ} {W W' : ℝ → ℝ} (hT : T ≠ 0) (hV : V ≠ 0)
    (hle : ∀ᶠ R in 𝓝 (eqDistance T V), W R ≤ frozenEnergy T V R)
    (htouch : W (eqDistance T V) = frozenEnergy T V (eqDistance T V))
    (hW : ∀ᶠ R in 𝓝 (eqDistance T V), HasDerivAt W (W' R) R)
    (hW' : HasDerivAt W' k (eqDistance T V)) :
    W' (eqDistance T V) = 0 ∧
      k ≤ -2 * frozenEnergy T V (eqDistance T V) / eqDistance T V ^ 2 := by
  have hR : eqDistance T V ≠ 0 := div_ne_zero (mul_ne_zero (by norm_num) hT) hV
  obtain ⟨h1, h2⟩ := contact hR hle htouch hW hW'
  constructor
  · rw [h1]
    unfold frozenSlope eqDistance
    field_simp
    ring
  · refine h2.trans_eq ?_
    unfold frozenEnergy eqDistance
    field_simp
    ring
```

This is the contact result at $R_0=R_e$. There $E'(R_e)=0$, so $W'(R_e)=0$, and inserting the value of $E''(R_e)$ gives

$$k\le-\frac{2E(R_e)}{R_e^2}.$$

`W` can be any curve that meets the hypotheses; it need not come from a variational calculation.

## Reoptimised parameters

```lean
/-- Let a reoptimised curve `W` be twice differentiable and stationary at `R₀ > 0`, with
optimal parameters `p₀` there. Then `p₀` obeys the virial relation `V = -2T/R₀`, and the force
constant `k` of `W` is at most `-2W(R₀)/R₀²`. -/
theorem reoptimised_force_constant_le {P : Type*} {T V : P → ℝ} {W W' : ℝ → ℝ} {R₀ k : ℝ}
    (hopt : IsReoptimised T V W) (hR : 0 < R₀) (p₀ : P)
    (hp : W R₀ = frozenEnergy (T p₀) (V p₀) R₀)
    (hW : ∀ᶠ R in 𝓝 R₀, HasDerivAt W (W' R) R) (hW' : HasDerivAt W' k R₀)
    (hstat : W' R₀ = 0) :
    V p₀ = -2 * T p₀ / R₀ ∧ k ≤ -2 * W R₀ / R₀ ^ 2 := by
  have hne := hR.ne'
  have hle : ∀ᶠ R in 𝓝 R₀, W R ≤ frozenEnergy (T p₀) (V p₀) R :=
    (eventually_gt_nhds hR).mono fun R h => (hopt R h).2 ⟨p₀, rfl⟩
  obtain ⟨h1, h2⟩ := contact hne hle hp hW hW'
  have hs : frozenSlope (T p₀) (V p₀) R₀ = 0 := h1.symm.trans hstat
  -- both claims hold up to a multiple of the vanishing slope
  have e1 : V p₀ = -2 * T p₀ / R₀ - R₀ ^ 2 * frozenSlope (T p₀) (V p₀) R₀ := by
    unfold frozenSlope
    field_simp
    ring
  have e2 : 6 * T p₀ / R₀ ^ 4 + 2 * V p₀ / R₀ ^ 3 =
      -2 * frozenEnergy (T p₀) (V p₀) R₀ / R₀ ^ 2
        - 4 / R₀ * frozenSlope (T p₀) (V p₀) R₀ := by
    unfold frozenSlope frozenEnergy
    field_simp
    ring
  rw [hs, mul_zero, sub_zero] at e1 e2
  exact ⟨e1, by rw [hp, ← e2]; exact h2⟩
```

Now $W$ is the reoptimised curve of a family, stationary at $R_0>0$, and $p_0$ is an optimal parameter set there. Freezing $p_0$ gives a curve that is nowhere below $W$ on $R>0$ and touches it at $R_0$, so the contact result applies. The frozen slope vanishes too:

$$-\frac{2T(p_0)}{R_0^3}-\frac{V(p_0)}{R_0^2}=0,\qquad\text{so}\qquad V(p_0)=-\frac{2T(p_0)}{R_0}.$$

In unscaled energies this is the virial relation, potential equal to minus twice kinetic. As before, $W(R_0)=-T(p_0)/R_0^2$, and the bound becomes $k\le-2W(R_0)/R_0^2$. Lean writes both results with an extra multiple of the slope (`e1`, `e2`) and then sets the slope to zero.

Take a diatomic calculation with fixed nuclei that minimises the expectation value of the nonrelativistic all-electron Coulomb Hamiltonian, over trial functions that form the same family at every $R$ when written in scaled coordinates. If its reoptimised curve is twice differentiable, the total energy and the distance at equilibrium thus bound that curve's force constant from above. With a restricted trial family, these numbers bound the force constant of the family's own curve and need not bound that of the exact one. If the family contains the exact electronic ground state at every $R>0$, then $W$ is the exact fixed-nuclei curve and the bound applies to it, with its own energy and distance. Differentiability is assumed: $W$ can have a kink where the optimal parameters jump. An atomic-orbital basis with fixed exponents is not a family of this kind, because its functions change with $R$ in scaled coordinates, and the bound is then not guaranteed. Nor is the bound an estimate: the total energy includes the core electrons, so the bound can lie far above the force constant.

```lean
/-- The family `T(p) = 1 + p²`, `V(p) = -2 - 2p` has the reoptimised curve
`W(R) = 1/R² - 2/R - 1`. It is stationary at `R = 1` with force constant `2`, strictly below
`-2W(1)/1²`. -/
theorem reoptimised_witness :
    IsReoptimised (fun p : ℝ => 1 + p ^ 2) (fun p => -2 - 2 * p)
      (fun R => frozenEnergy 1 (-2) R - 1) ∧
    (∀ R > 0, HasDerivAt (fun R => frozenEnergy 1 (-2) R - 1) (frozenSlope 1 (-2) R) R) ∧
    frozenSlope 1 (-2) 1 = 0 ∧ HasDerivAt (frozenSlope 1 (-2)) 2 1 ∧
    (2 : ℝ) < -2 * (frozenEnergy 1 (-2) 1 - 1) / 1 ^ 2 := by
  refine ⟨fun R hR => ?_, fun R hR => ?_, ?_, ?_, ?_⟩
  · have hne : R ≠ 0 := ne_of_gt hR
    -- the excess energy is a square that vanishes at `p = R`
    have key : ∀ p : ℝ, frozenEnergy (1 + p ^ 2) (-2 - 2 * p) R =
        frozenEnergy 1 (-2) R - 1 + (p / R - 1) ^ 2 := by
      intro p
      unfold frozenEnergy
      ring
    have h0 : frozenEnergy (1 + R ^ 2) (-2 - 2 * R) R = frozenEnergy 1 (-2) R - 1 := by
      rw [key R, div_self hne]
      ring
    refine ⟨⟨R, h0⟩, ?_⟩
    rintro _ ⟨p, rfl⟩
    have h : frozenEnergy 1 (-2) R - 1 ≤ frozenEnergy (1 + p ^ 2) (-2 - 2 * p) R := by
      rw [key p]
      linarith [sq_nonneg (p / R - 1)]
    exact h
  · exact (hasDerivAt_frozenEnergy 1 (-2) (ne_of_gt hR)).sub_const 1
  · norm_num [frozenSlope]
  · exact (hasDerivAt_frozenSlope 1 (-2) one_ne_zero).congr_deriv (by norm_num)
  · norm_num [frozenEnergy]

end

end FrozenJamesCoolidge
```

The `∧` signs join five claims about the family $T(p)=1+p^2$, $V(p)=-2-2p$, which is chosen for its algebra and not computed from wave functions. Its energy is

$$\frac{1}{R^2}-\frac{2}{R}-1+\left(\frac pR-1\right)^2,$$

so the optimum is $p=R$ and $W(R)=1/R^2-2/R-1$. At $R=1$ the slope is zero, the force constant is $6-4=2$, and $W(1)=-2$ gives the bound $4$. Reoptimisation can therefore strictly lower the force constant.

The same local-maximum argument also orders intermediate cases. If only some parameters are reoptimised and the rest stay at their values in $p_0$, the resulting curve lies between $W$ and the frozen one and touches both at $R_0$. If it is twice differentiable there, its force constant lies between theirs.

```lean
#print axioms FrozenJamesCoolidge.isMinimiser_iff
#print axioms FrozenJamesCoolidge.frozen_force_constant
#print axioms FrozenJamesCoolidge.force_constant_le
#print axioms FrozenJamesCoolidge.reoptimised_force_constant_le
```

```
'FrozenJamesCoolidge.isMinimiser_iff' depends on axioms: [propext, Classical.choice, Quot.sound]
'FrozenJamesCoolidge.frozen_force_constant' depends on axioms: [propext, Classical.choice, Quot.sound]
'FrozenJamesCoolidge.force_constant_le' depends on axioms: [propext, Classical.choice, Quot.sound]
'FrozenJamesCoolidge.reoptimised_force_constant_le' depends on axioms: [propext, Classical.choice, Quot.sound]
```
